# Averaged uniformly over mismatches in [-d, d], the logarithmic nesting peak has the finite maximum 1 + ln(1/d)

At zero temperature the static response of a one-dimensional free-electron metal diverges logarithmically at wavevector $2k_F$, and what a spread of $2k_F$ does to this divergence depends on how the spread is distributed. Here it is uniform: the nesting mismatch $s$, the shift of $2k_F$ from its central value, takes every value in $[-d,d]$ with equal weight. Let $x$ be the offset of the wavevector from the central $2k_F$, with wavevectors measured in a fixed unit. Up to a positive factor and a remainder that stays finite at the peak, both left out here, the bare peak is $-\ln|x-s|$, and its average is

$$P_d(x)=\frac1{2d}\int_{-d}^{d}\bigl(-\ln|x-s|\bigr)\,ds .$$

```lean
import Mathlib

open MeasureTheory

noncomputable section

namespace NestingPeakSmearing

/-- The logarithmic nesting peak `-ln |x - s|` at wavevector offset `x` for nesting mismatch `s`,
meant for `x ≠ s`. -/
def nestingPeak (x s : ℝ) : ℝ := -Real.log |x - s|

/-- The nesting peak averaged uniformly over mismatches `s` in `[-d, d]`, for `d > 0`. -/
def smearedPeak (d x : ℝ) : ℝ := (∫ s in (-d)..d, nestingPeak x s) / (2 * d)

/-- The static one-dimensional Lindhard response at wavevector `q` with nesting vector `Q = 2k_F`,
without its constant positive prefactor, meant for `q ≠ 0` and `|q| ≠ |Q|`. -/
def lindhard (q Q : ℝ) : ℝ := (Real.log |q + Q| - Real.log |q - Q|) / q
```

`nestingPeak x s` is the bare peak and `smearedPeak d x` is $P_d(x)$. Lengths in reciprocal space are pure numbers, measured in a fixed unit. `lindhard q Q` is the zero-temperature, non-interacting response at wavevector $q$, with the letter $Q$ standing for $2k_F$. Its constant prefactor is dropped and its sign is positive, whereas many textbooks give $\mathrm{Re}\,\chi_0$ the opposite sign.

The uniform average is one of the model's simplifications. A warped Fermi surface generally weights its values of $2k_F$ unequally.

## Away from exact nesting: x ≠ s

At $x=s$ the wavevector joins the two Fermi points exactly and the peak is infinite. Elsewhere, since the exponential is increasing,

$$M<-\ln|x-s|\iff |x-s|<e^{-M}.$$

Every level $M$ is therefore exceeded close enough to $s$, which is the divergence.

```lean
/-- Away from `x = s` itself, the bare peak exceeds a level `M` exactly within the distance
`exp (-M)` of perfect nesting. -/
theorem nestingPeak_gt_iff {x s : ℝ} (hx : x ≠ s) (M : ℝ) :
    M < nestingPeak x s ↔ |x - s| < Real.exp (-M) := by
  have hpos : 0 < |x - s| := abs_pos.2 (sub_ne_zero.2 hx)
  rw [← Real.log_lt_iff_lt_exp hpos, nestingPeak]
  constructor <;> intro h <;> linarith
```

The proof uses `hx` to get $|x-s|>0$, which the step from logarithm to exponential requires. Without it the equivalence fails for $M\ge 0$, because Lean sets $\ln 0=0$.

The average needs no such condition, as the singularity is integrable for every $x$. The next lemma obtains this from the integrability of $\ln$ by the reflection $s\mapsto x-s$.

```lean
/-- The logarithmic singularity is integrable over the window of mismatches. -/
theorem nestingPeak_integrable (d x : ℝ) :
    IntervalIntegrable (nestingPeak x) volume (-d) d := by
  have h : IntervalIntegrable (fun s => Real.log (x - s)) volume (-d) d := by
    have h0 := (intervalIntegral.intervalIntegrable_log'
      (a := x + d) (b := x - d)).comp_sub_left x
    have e1 : x - (x + d) = -d := by ring
    have e2 : x - (x - d) = d := by ring
    rwa [e1, e2] at h0
  have hf : nestingPeak x = fun s => -Real.log (x - s) := by
    funext s
    rw [nestingPeak, Real.log_abs]
  rw [hf]
  exact h.neg
```

## A spread of non-zero width: d > 0

The number $d$ is the half-width of the distribution of $2k_F$. By hand it enters first as a divisor. Substituting $u=x-s$ and using the antiderivative $u\ln|u|-u$, which is continuous through $u=0$ with $0\ln 0=0$,

$$\int_{-d}^{d}\ln|x-s|\,ds=(x+d)\ln|x+d|-(x-d)\ln|x-d|-2d,$$

and hence

$$P_d(x)=1-\frac{(d+x)\ln|d+x|+(d-x)\ln|d-x|}{2d}.$$

```lean
/-- Closed form of the averaged peak for a spread `d > 0`. -/
theorem smearedPeak_eq {d : ℝ} (hd : 0 < d) (x : ℝ) :
    smearedPeak d x =
      1 - ((d + x) * Real.log |d + x| + (d - x) * Real.log |d - x|) / (2 * d) := by
  have hI : ∫ s in (-d)..d, nestingPeak x s =
      -((x - -d) * Real.log (x - -d) - (x - d) * Real.log (x - d) - (x - -d) + (x - d)) := by
    simp only [nestingPeak, Real.log_abs]
    rw [intervalIntegral.integral_neg, intervalIntegral.integral_comp_sub_left Real.log x,
      integral_log]
  have e1 : Real.log (x - -d) = Real.log |d + x| := by
    rw [Real.log_abs]
    congr 1
    ring
  have e2 : Real.log (x - d) = Real.log |d - x| := by
    rw [← Real.log_abs (x - d), abs_sub_comm x d]
  have h2 : 2 * d ≠ 0 := by positivity
  rw [smearedPeak, hI, e1, e2, div_eq_iff h2, sub_mul (1 : ℝ), div_mul_cancel₀ _ h2]
  ring
```

In Lean, `integral_log` supplies the antiderivative, and `hd` allows the division by $2d$.

The width enters a second time as the point where a tangent is drawn. For $u>0$ and $u\neq d$, the inequality $\ln(d/u)<d/u-1$ multiplied by $u$ gives

$$u\ln u>u\ln d+(u-d).$$

At $u=0$ this reads $0>-d$, which also holds. The lemma treats the two cases separately.

```lean
/-- The function `u ln u` lies strictly above its tangent at `d > 0` for every `u ≥ 0` other
than `d`. -/
theorem tangent_lt_mul_log {d u : ℝ} (hd : 0 < d) (hu : 0 ≤ u) (hne : u ≠ d) :
    u * Real.log d + (u - d) < u * Real.log u := by
  rcases hu.eq_or_lt with h0 | hpos
  · rw [← h0]
    linarith
  · have hr : d / u ≠ 1 := by
      intro h
      rw [div_eq_iff hpos.ne', one_mul] at h
      exact hne h.symm
    have h := Real.log_lt_sub_one_of_pos (div_pos hd hpos) hr
    rw [Real.log_div hd.ne' hpos.ne'] at h
    have hm := mul_lt_mul_of_pos_left h hpos
    have e : u * (d / u - 1) = d - u := by
      rw [mul_sub, mul_div_cancel₀ _ hpos.ne', mul_one]
    rw [e] at hm
    linarith
```

With $d=0$ there is a single value of $2k_F$ and the peak is the bare one, with no finite maximum. The hypothesis thus has to exclude $d=0$. A negative $d$ is not a half-width, and the tangent inequality fails for it at $u=0$.

## An offset from the centre: x ≠ 0

This condition separates the maximum from all other wavevectors. Write $y=|x|>0$; the sum in the closed form is unchanged by $x\to-x$.

Inside the window, $y\le d$, the tangent inequality at $u=d+y$ and at $u=d-y$ adds up to

$$(d+y)\ln(d+y)+(d-y)\ln(d-y)>2d\ln d,$$

because the linear terms $+y$ and $-y$ cancel. Outside, $y>d$, the sum equals

$$2d\ln(d+y)+(y-d)\bigl[\ln(d+y)-\ln(y-d)\bigr]>2d\ln d,$$

because the logarithm is increasing.

```lean
/-- For a spread `d > 0`, any offset `x ≠ 0` strictly raises the logarithmic sum that is
subtracted in the averaged peak. -/
theorem log_sum_gt {d x : ℝ} (hd : 0 < d) (hx : x ≠ 0) :
    2 * d * Real.log d < (d + x) * Real.log |d + x| + (d - x) * Real.log |d - x| := by
  have aux : ∀ y : ℝ, 0 < y →
      2 * d * Real.log d < (d + y) * Real.log |d + y| + (d - y) * Real.log |d - y| := by
    intro y hy
    rw [abs_of_pos (by linarith : 0 < d + y)]
    rcases le_or_gt y d with h | h
    · -- inside the window: the two tangent bounds add up
      rw [abs_of_nonneg (by linarith : 0 ≤ d - y)]
      have h1 := tangent_lt_mul_log (u := d + y) hd (by linarith) (by intro h; linarith)
      have h2 := tangent_lt_mul_log (u := d - y) hd (by linarith) (by intro h; linarith)
      linarith
    · -- outside the window: the logarithm is increasing
      rw [abs_of_neg (by linarith : d - y < 0), neg_sub]
      have h1 : Real.log (y - d) < Real.log (d + y) :=
        Real.log_lt_log (by linarith) (by linarith)
      have h2 : Real.log d < Real.log (d + y) := Real.log_lt_log hd (by linarith)
      have h3 := mul_pos (sub_pos.2 h) (sub_pos.2 h1)
      have h4 := mul_pos hd (sub_pos.2 h2)
      linarith
  rcases lt_or_gt_of_ne hx with h | h
  · have h1 := aux (-x) (neg_pos.2 h)
    rw [← sub_eq_add_neg d x, sub_neg_eq_add] at h1
    linarith
  · exact aux x h
```

The local statement `aux` contains these two cases for positive offsets, and the last lines reflect negative $x$ onto them. At $x=0$ the strict inequality becomes an equality, and the closed form gives $P_d(0)=1-\ln d=1+\ln(1/d)$.

```lean
/-- For a spread `d > 0` the averaged nesting peak is at most `1 + ln (1/d)` at every offset `x`,
and it reaches this value exactly at `x = 0`. -/
theorem smearedPeak_le {d : ℝ} (hd : 0 < d) (x : ℝ) :
    smearedPeak d x ≤ 1 + Real.log (1 / d) ∧
      (smearedPeak d x = 1 + Real.log (1 / d) ↔ x = 0) := by
  have h2 : 0 < 2 * d := by positivity
  have hlog : Real.log (1 / d) = -Real.log d := by rw [one_div, Real.log_inv]
  have hzero : smearedPeak d 0 = 1 + Real.log (1 / d) := by
    have e : (d * Real.log d + d * Real.log d) / (2 * d) = Real.log d := by
      rw [div_eq_iff h2.ne']
      ring
    rw [smearedPeak_eq hd, add_zero, sub_zero, abs_of_pos hd, e, hlog]
    ring
  have hlt : x ≠ 0 → smearedPeak d x < 1 + Real.log (1 / d) := by
    intro hx
    have h : Real.log d <
        ((d + x) * Real.log |d + x| + (d - x) * Real.log |d - x|) / (2 * d) := by
      rw [lt_div_iff₀ h2]
      linarith [log_sum_gt hd hx]
    rw [smearedPeak_eq hd, hlog]
    linarith
  by_cases hx : x = 0
  · subst hx
    exact ⟨hzero.le, fun _ => rfl, fun _ => hzero⟩
  · exact ⟨(hlt hx).le, fun h => absurd h (hlt hx).ne, fun h => absurd h hx⟩
```

In words: for $d>0$ and every real $x$, the averaged peak is at most $1+\ln(1/d)$, and it equals this value if and only if $x=0$. The proof computes the value at zero (`hzero`), derives the strict bound elsewhere (`hlt`), and splits on whether $x=0$.

## Positive q and a spread no larger than 2k_F: q > 0 and d ≤ Q

The full response contains a second logarithm:

$$\frac{\ln|q+Q+s|-\ln|q-Q-s|}{q}.$$

The condition $d\le Q$ says that no value $Q+s$ of $2k_F$ in the distribution is negative. Together with $q>0$ it gives $c=q+Q>d$, so that $c+s>0$ throughout the window. There $\ln(c+s)\le\ln c+s/c$, and the linear term averages to zero. The average of $\ln(c+s)$ is therefore at most $\ln c$.

```lean
/-- At the offset `-c`, outside the window because `0 < d < c`, the averaged peak is at least its
unaveraged value `-ln c`. -/
theorem neg_log_le_smearedPeak {d c : ℝ} (hd : 0 < d) (hc : d < c) :
    -Real.log c ≤ smearedPeak d (-c) := by
  have hc0 : 0 < c := hd.trans hc
  have i1 : IntervalIntegrable (fun _ : ℝ => -Real.log c) volume (-d) d :=
    continuous_const.intervalIntegrable _ _
  have i2 : IntervalIntegrable (fun s : ℝ => s / c) volume (-d) d :=
    (by fun_prop : Continuous fun s : ℝ => s / c).intervalIntegrable _ _
  -- the linear term of the tangent averages to zero
  have hI : ∫ s in (-d)..d, (-Real.log c - s / c) = -Real.log c * (2 * d) := by
    rw [intervalIntegral.integral_sub i1 i2, intervalIntegral.integral_const,
      intervalIntegral.integral_div, integral_id, smul_eq_mul]
    ring
  rw [smearedPeak, le_div_iff₀ (by positivity), ← hI]
  refine intervalIntegral.integral_mono_on (by linarith) (i1.sub i2)
    (nestingPeak_integrable d (-c)) ?_
  intro s hs
  have hp : 0 < c + s := by linarith [hs.1]
  have e : |-c - s| = c + s := by
    rw [abs_of_neg (by linarith)]
    ring
  have h := Real.log_le_sub_one_of_pos (div_pos hp hc0)
  rw [Real.log_div hp.ne' hc0.ne', add_div, div_self hc0.ne'] at h
  rw [nestingPeak, e]
  linarith
```

The lemma states this as $P_d(-c)\ge-\ln c$, integrating the pointwise inequality with `integral_mono_on`. The averaged response is then

$$\frac{P_d(q-Q)-P_d(-(q+Q))}{q}\le\frac{1-\ln d+\ln(q+Q)}{q}=\frac{1+\ln((q+Q)/d)}{q}.$$

```lean
/-- Averaged over a uniform spread `0 < d ≤ Q` of the nesting vector about `Q = 2k_F`, the
one-dimensional Lindhard response at any `q > 0` is at most `(1 + ln ((q + Q)/d)) / q`. -/
theorem smeared_lindhard_le {d q Q : ℝ} (hd : 0 < d) (hq : 0 < q) (hQ : d ≤ Q) :
    (∫ s in (-d)..d, lindhard q (Q + s)) / (2 * d) ≤ (1 + Real.log ((q + Q) / d)) / q := by
  -- the response is a difference of two logarithmic peaks
  have hfun : ∀ s, lindhard q (Q + s) =
      (nestingPeak (q - Q) s - nestingPeak (-(q + Q)) s) / q := by
    intro s
    have h1 : |q + (Q + s)| = |-(q + Q) - s| := by
      rw [← abs_neg (q + (Q + s))]
      congr 1
      ring
    have h2 : q - (Q + s) = q - Q - s := by ring
    rw [lindhard, h1, h2]
    unfold nestingPeak
    ring
  have havg : (∫ s in (-d)..d, lindhard q (Q + s)) / (2 * d) =
      (smearedPeak d (q - Q) - smearedPeak d (-(q + Q))) / q := by
    simp only [hfun]
    rw [intervalIntegral.integral_div, intervalIntegral.integral_sub
      (nestingPeak_integrable d (q - Q)) (nestingPeak_integrable d (-(q + Q)))]
    unfold smearedPeak
    ring
  have h : smearedPeak d (q - Q) - smearedPeak d (-(q + Q)) ≤
      1 + Real.log ((q + Q) / d) := by
    have h1 := (smearedPeak_le hd (q - Q)).1
    have h2 := neg_log_le_smearedPeak hd (by linarith : d < q + Q)
    rw [one_div, Real.log_inv] at h1
    rw [Real.log_div (by linarith : 0 < q + Q).ne' hd.ne']
    linarith
  rw [havg]
  gcongr

end NestingPeakSmearing
```

Here `hfun` splits the response into two peaks, `havg` averages them, and `h` adds the two bounds. The final division by $q$ preserves the inequality because $q>0$.

Some lower limit on $Q$ relative to $d$ is necessary: at $q=Q=d/8$ the right side is negative while the average is positive. Negative $q$ fails too. The response is even in $q$, and at $q=-Q/4$, $d=Q/2$ the average is positive and the right side negative.

The bound is finite at each $q>0$ but is never attained. As $q\to0$ it grows without limit, whereas for $d<Q$ the averaged response itself stays finite. In a mean-field picture of charge density waves built on this non-interacting, one-dimensional response, a finite value near $2k_F$ means that the coupling must exceed a threshold before the metal becomes unstable there.

```lean
#print axioms NestingPeakSmearing.nestingPeak_gt_iff
#print axioms NestingPeakSmearing.nestingPeak_integrable
#print axioms NestingPeakSmearing.smeared_lindhard_le
```

```
'NestingPeakSmearing.nestingPeak_gt_iff' depends on axioms: [propext, Classical.choice, Quot.sound]
'NestingPeakSmearing.nestingPeak_integrable' depends on axioms: [propext, Classical.choice, Quot.sound]
'NestingPeakSmearing.smeared_lindhard_le' depends on axioms: [propext, Classical.choice, Quot.sound]
```
